# The inverse dielectric matrix maps the basis functions of the response into their own span

In a finite matrix model, let the Coulomb matrix `v` be positive semidefinite, and let the response be `V * k * Vᴴ` with `k` positive semidefinite, the sign being chosen so that the dielectric matrix is `1 + V * k * Vᴴ * v`. The columns of `V` are the basis functions, which need be neither orthonormal nor linearly independent. The theorem says that the inverse dielectric matrix applied to `V` equals `V` times the inverse of `1 + k * (Vᴴ * v * V)`, a matrix whose rows and columns are indexed by the basis functions, so each basis function is sent to a combination of basis functions. The proof gets the invertibility of both matrices from the preceding lemma and shows in `hAV` that `V` can be moved from the right of the one to the left of the other. A `calc` chain then inserts the second matrix times its inverse, applies `hAV`, and cancels the dielectric matrix.

An attempt in Lean 4 with a fault in it:

```lean
import Mathlib

open Matrix
open scoped ComplexOrder

namespace InvDielectricMulBasis

noncomputable section

variable {n m : Type*} [Fintype n] [DecidableEq n] [Fintype m] [DecidableEq m]

/-- For a positive semidefinite response and a positive semidefinite Coulomb matrix, the
dielectric matrix `1 + K v` is invertible. -/
theorem isUnit_det_dielectric {v K : Matrix n n ℂ} (hv : v.PosSemidef) (hK : K.PosSemidef) :
    IsUnit (1 + K * v).det := by
  rw [isUnit_iff_ne_zero]
  intro h0
  obtain ⟨x, hx, h⟩ := Matrix.exists_mulVec_eq_zero_iff.mpr h0
  rw [Matrix.add_mulVec, Matrix.one_mulVec, ← Matrix.mulVec_mulVec] at h
  have a := hv.dotProduct_mulVec_nonneg x
  have b := hK.dotProduct_mulVec_nonneg (v *ᵥ x)
  have c : star (v *ᵥ x) ⬝ᵥ x = star x ⬝ᵥ v *ᵥ x := by
    rw [Matrix.star_mulVec, hv.isHermitian.eq, ← Matrix.dotProduct_mulVec]
  -- pair the null-vector equation with the potential `v x`
  have d : star (v *ᵥ x) ⬝ᵥ x + star (v *ᵥ x) ⬝ᵥ K *ᵥ (v *ᵥ x) = 0 := by
    rw [← dotProduct_add, h, dotProduct_zero]
  rw [c] at d
  -- the Coulomb energy of `x` is both nonnegative and nonpositive
  have e : star x ⬝ᵥ v *ᵥ x = 0 :=
    le_antisymm ((eq_neg_of_add_eq_zero_left d).trans_le (neg_nonpos.mpr b)) a
  have f := (hv.dotProduct_mulVec_zero_iff x).mp e
  rw [f, Matrix.mulVec_zero, add_zero] at h
  exact hx h

/-- For positive semidefinite `v` and `k`, the inverse dielectric matrix of the response
`V k V*` maps the basis functions into their own span, through the small inverse
`(1 + k V* v V)⁻¹`. -/
theorem inv_dielectric_mul_basis (V : Matrix n m ℂ) {v : Matrix n n ℂ} {k : Matrix m m ℂ}
    (hv : v.PosSemidef) (hk : k.PosSemidef) :
    (1 + V * k * Vᴴ * v)⁻¹ * V = V * (1 + k * (Vᴴ * v * V))⁻¹ := by
  have hA := isUnit_det_dielectric hv (hk.mul_mul_conjTranspose_same V)
  have hB := isUnit_det_dielectric (hv.conjTranspose_mul_mul_same V) hk
  have hAV : (1 + V * k * Vᴴ * v) * V = V * (1 + k * (Vᴴ * v * V)) := by
    simp only [Matrix.add_mul, Matrix.mul_add, Matrix.one_mul, Matrix.mul_one, Matrix.mul_assoc]
  calc (1 + V * k * Vᴴ * v)⁻¹ * V
      = (1 + V * k * Vᴴ * v)⁻¹ *
          (V * (1 + k * (Vᴴ * v * V)) * (1 + k * (Vᴴ * v * V))⁻¹) := by
        rw [Matrix.mul_nonsing_inv_cancel_right _ _ hB]
    _ = (1 + V * k * Vᴴ * v)⁻¹ *
          ((1 + V * k * Vᴴ * v) * (V * (1 + k * (Vᴴ * v * V))⁻¹)) := by
        rw [← hAV, Matrix.mul_assoc]
    _ = V * (1 + k * (Vᴴ * v * V))⁻¹ := Matrix.nonsing_inv_mul_cancel_left _ _ hA

end

end InvDielectricMulBasis
```

Messages:

```
Main.lean:50:69: error: unsolved goals
n : Type u_1
m : Type u_2
inst✝³ : Fintype n
inst✝² : DecidableEq n
inst✝¹ : Fintype m
inst✝ : DecidableEq m
V : Matrix n m ℂ
v : Matrix n n ℂ
k : Matrix m m ℂ
hv : v.PosSemidef
hk : k.PosSemidef
hA : IsUnit (1 + V * k * Vᴴ * v).det
hB : IsUnit (1 + k * (Vᴴ * v * V)).det
hAV : (1 + V * k * Vᴴ * v) * V = V * (1 + k * (Vᴴ * v * V))
⊢ (1 + V * k * (Vᴴ * v))⁻¹ * ((1 + V * k * (Vᴴ * v)) * V * (1 + k * (Vᴴ * v * V))⁻¹) =
    (1 + V * k * (Vᴴ * v))⁻¹ * ((1 + V * k * (Vᴴ * v)) * (V * (1 + k * (Vᴴ * v * V))⁻¹))
```

Fix (accepted with no message):

```diff
@@ -49,5 +49,5 @@
     _ = (1 + V * k * Vᴴ * v)⁻¹ *
           ((1 + V * k * Vᴴ * v) * (V * (1 + k * (Vᴴ * v * V))⁻¹)) := by
-        rw [← hAV, Matrix.mul_assoc]
+        rw [← hAV, Matrix.mul_assoc (1 + V * k * Vᴴ * v) V (1 + k * (Vᴴ * v * V))⁻¹]
     _ = V * (1 + k * (Vᴴ * v * V))⁻¹ := Matrix.nonsing_inv_mul_cancel_left _ _ hA
 
```

The error is an unsolved goal in the second `calc` step. After `rw [← hAV]`, all that is left is to regroup one product, from the dielectric matrix times `V`, times the inverse of `1 + k * (Vᴴ * v * V)`, to the dielectric matrix times the product of the other two.

`Matrix.mul_assoc` without arguments fits any product of the form `a * b * c`, and `rw` settles on the first match it finds, then rewrites only the instances of that one. Here it settled on `V * k * Vᴴ * v`, inside the dielectric matrix, with `V * k` as the first factor. The goal in the message shows this: `V * k * (Vᴴ * v)` now stands everywhere on both sides, while the outer product on the left is still grouped the old way. The two sides therefore still differ, and the `rfl` that `rw` tries at the end does not close the goal.

The repair gives `Matrix.mul_assoc` its three factors explicitly, so that it can only match the outer product. After that rewrite the two sides are identical and `rfl` closes the step.
